# For $U>2t$ the two-site Hubbard UHF energy with real orbitals has two minima, four saddles and two maxima

Two sites hold one electron of each spin, with hopping $t>0$ and on-site repulsion $U$. The occupied orbitals are real, $(\cos\frac x2,\sin\frac x2)$ for one spin and $(\cos\frac y2,\sin\frac y2)$ for the other. With $u=U/2t$, the energy in units of $t$, less the constant $u$, is

$$f(x,y)=-(\sin x+\sin y)+u\cos x\cos y,\qquad x,y\in[0,2\pi).$$

For $u>1$, that is $U>2t$, $f$ has exactly eight stationary points, all nondegenerate: two minima, four saddles and two maxima.

## Solving the stationarity equations

The equations $f_x=f_y=0$ read

$$\cos x=-u\sin x\cos y,\qquad \cos y=-u\cos x\sin y.$$

Inserting the second into the first gives $\cos x\,(u^2\sin x\sin y-1)=0$. If $\cos x=0$, then $\cos y=0$. Otherwise $u^2\sin x\sin y=1$, and squaring the first equation gives

$$1-\sin^2x=u^2\sin^2x\,(1-\sin^2y)=u^2\sin^2x-\frac1{u^2},$$

so $\sin^2x=1/u^2$. Hence $\sin x=\sin y=\pm1/u$, and the first equation gives $\cos y=\mp\cos x$.

The Hessian has diagonal entries $\sin x-u\cos x\cos y$ and $\sin y-u\cos x\cos y$, and off-diagonal entry $u\sin x\sin y$. With $\alpha=\arcsin(1/u)$:

| Points | Diagonal | Determinant | Type |
|---|---|---|---|
| $x,y\in\{\frac\pi2,\frac{3\pi}2\}$ | $\sin x,\ \sin y$ | $\sin x\sin y-u^2<0$ | 4 saddles |
| $(\alpha,\pi-\alpha),\ (\pi-\alpha,\alpha)$ | $u,\ u$ | $u^2-u^{-2}>0$ | 2 minima |
| $(\pi+\alpha,\pi+\alpha),\ (2\pi-\alpha,2\pi-\alpha)$ | $-u,\ -u$ | $u^2-u^{-2}>0$ | 2 maxima |

The alternating count $2-4+2=0$ equals the Euler characteristic of the torus. Completing squares,

$$f=-u-\tfrac1u+\tfrac u2\left[(\sin x-\tfrac1u)^2+(\sin y-\tfrac1u)^2+(\cos x+\cos y)^2\right],$$

$$f=u+\tfrac1u-\tfrac u2\left[(\sin x+\tfrac1u)^2+(\sin y+\tfrac1u)^2+(\cos x-\cos y)^2\right],$$

so the minima and maxima are global.

As $u\to1^+$, $\alpha\to\pi/2$: both minima merge with $(\frac\pi2,\frac\pi2)$, where both electrons occupy the bonding orbital, and both maxima with $(\frac{3\pi}2,\frac{3\pi}2)$, where both occupy the antibonding orbital. The Hessian determinant vanishes there at $u=1$.

In this two-site model with real orbitals and $u>1$, a vanishing SCF gradient therefore does not identify a minimum; the Hessian signs do.

## Energy, derivatives and stability types in Lean

```lean
import Mathlib

open Real

namespace TwoSiteUHFStability

noncomputable section
```

The angles are real numbers, and `energy` is $f$.

```lean
/-- Two-site UHF energy, up to a constant and in units of the hopping, as a function of the
orbital angles `x` and `y` of the two spins. -/
def energy (u x y : ℝ) : ℝ := -(sin x + sin y) + u * cos x * cos y
```

The gradient and Hessian are actual derivatives, not formulas entered by hand.

```lean
/-- Partial derivative of the energy in the first orbital angle. -/
def gradX (u x y : ℝ) : ℝ := deriv (fun s => energy u s y) x

/-- Partial derivative of the energy in the second orbital angle. -/
def gradY (u x y : ℝ) : ℝ := deriv (fun s => energy u x s) y

/-- Matrix of second partial derivatives of the energy. -/
def hessian (u x y : ℝ) : Matrix (Fin 2) (Fin 2) ℝ :=
  !![deriv (fun s => gradX u s y) x, deriv (fun s => gradX u x s) y;
     deriv (fun s => gradY u s y) x, deriv (fun s => gradY u x s) y]
```

Restricting both angles to $[0,2\pi)$ counts each point of the torus once.

```lean
/-- Pairs of angles in `[0, 2π)` at which both partial derivatives vanish. -/
def stationaryPoints (u : ℝ) : Set (ℝ × ℝ) :=
  {p | p.1 ∈ Set.Ico 0 (2 * π) ∧ p.2 ∈ Set.Ico 0 (2 * π) ∧
    gradX u p.1 p.2 = 0 ∧ gradY u p.1 p.2 = 0}
```

The three types are defined by Hessian signs.

```lean
/-- Stationary points whose Hessian has positive leading entry and positive determinant. -/
def minima (u : ℝ) : Set (ℝ × ℝ) :=
  {p | p ∈ stationaryPoints u ∧ 0 < hessian u p.1 p.2 0 0 ∧ 0 < (hessian u p.1 p.2).det}

/-- Stationary points whose Hessian has negative determinant. -/
def saddles (u : ℝ) : Set (ℝ × ℝ) :=
  {p | p ∈ stationaryPoints u ∧ (hessian u p.1 p.2).det < 0}

/-- Stationary points whose Hessian has negative leading entry and positive determinant. -/
def maxima (u : ℝ) : Set (ℝ × ℝ) :=
  {p | p ∈ stationaryPoints u ∧ hessian u p.1 p.2 0 0 < 0 ∧ 0 < (hessian u p.1 p.2).det}
```

The angle $\alpha$ is `tilt u`.

```lean
/-- For `u ≥ 1`, the angle between `0` and `π/2` whose sine is `1/u`. -/
def tilt (u : ℝ) : ℝ := arcsin (1 / u)
```

## From derivatives to the three families

In each angle separately, the energy and its first derivatives are a constant plus a first harmonic, so one lemma supplies every derivative.

```lean
/-- Derivative of a function that is a constant plus a first harmonic. -/
theorem deriv_trig {f : ℝ → ℝ} (a b c x : ℝ)
    (h : ∀ s, f s = a * cos s + b * sin s + c) : deriv f x = b * cos x - a * sin x := by
  have hf : f = fun s => a * cos s + b * sin s + c := funext h
  rw [hf]
  have d := (((Real.hasDerivAt_cos x).const_mul a).fun_add
    ((Real.hasDerivAt_sin x).const_mul b)).add_const c
  exact d.deriv.trans (by ring)

/-- The two components of the energy gradient. -/
theorem gradient_eq (u x y : ℝ) :
    gradX u x y = -cos x - u * sin x * cos y ∧ gradY u x y = -cos y - u * cos x * sin y := by
  constructor
  · exact (deriv_trig (f := fun s => energy u s y) (u * cos y) (-1) (-sin y) x
      (fun s => by simp only [energy]; ring)).trans (by ring)
  · exact (deriv_trig (f := fun s => energy u x s) (u * cos x) (-1) (-sin x) y
      (fun s => by simp only [energy]; ring)).trans (by ring)

/-- The Hessian of the energy in closed form. -/
theorem hessian_eq (u x y : ℝ) : hessian u x y =
    !![sin x - u * cos x * cos y, u * sin x * sin y;
       u * sin x * sin y, sin y - u * cos x * cos y] := by
  have h1 : deriv (fun s => gradX u s y) x = sin x - u * cos x * cos y :=
    (deriv_trig (-1) (-u * cos y) 0 x
      (fun s => (gradient_eq u s y).1.trans (by ring))).trans (by ring)
  have h2 : deriv (fun s => gradX u x s) y = u * sin x * sin y :=
    (deriv_trig (-u * sin x) 0 (-cos x) y
      (fun s => (gradient_eq u x s).1.trans (by ring))).trans (by ring)
  have h3 : deriv (fun s => gradY u s y) x = u * sin x * sin y :=
    (deriv_trig (-u * sin y) 0 (-cos y) x
      (fun s => (gradient_eq u s y).2.trans (by ring))).trans (by ring)
  have h4 : deriv (fun s => gradY u x s) y = sin y - u * cos x * cos y :=
    (deriv_trig (-1) (-u * cos x) 0 y
      (fun s => (gradient_eq u x s).2.trans (by ring))).trans (by ring)
  rw [hessian, h1, h2, h3, h4]
```

The next equivalence holds for every real $u$. It follows the elimination above, but avoids division by reaching $(u^2+1)(u\sin x-1)(u\sin x+1)=0$; `linear_combination` checks each identity.

```lean
/-- Both partial derivatives vanish exactly when the sines and cosines of the two orbital angles
satisfy one of three sets of conditions. -/
theorem stationary_iff (u x y : ℝ) : (gradX u x y = 0 ∧ gradY u x y = 0) ↔
    (cos x = 0 ∧ cos y = 0) ∨ (u * sin x = 1 ∧ u * sin y = 1 ∧ cos y = -cos x) ∨
      (u * sin x = -1 ∧ u * sin y = -1 ∧ cos y = cos x) := by
  rw [(gradient_eq u x y).1, (gradient_eq u x y).2]
  have px := Real.sin_sq_add_cos_sq x
  have py := Real.sin_sq_add_cos_sq y
  constructor
  · rintro ⟨h1, h2⟩
    -- eliminate cos y between the two equations
    have h : cos x * (u ^ 2 * sin x * sin y - 1) = 0 := by
      linear_combination h1 - u * sin x * h2
    rcases mul_eq_zero.1 h with hc | hk
    · exact Or.inl ⟨hc, by linear_combination -h2 - u * sin y * hc⟩
    · have hq : cos x ^ 2 = u ^ 2 * sin x ^ 2 * cos y ^ 2 := by
        linear_combination (-cos x + u * sin x * cos y) * h1
      have hp : (u ^ 2 + 1) * ((u * sin x - 1) * (u * sin x + 1)) = 0 := by
        linear_combination -u ^ 2 * hq + u ^ 2 * px - u ^ 4 * sin x ^ 2 * py +
          (u ^ 2 * sin x * sin y + 1) * hk
      have hne : u ^ 2 + 1 ≠ 0 := by positivity
      rcases mul_eq_zero.1 ((mul_eq_zero.1 hp).resolve_left hne) with hs | hs
      · exact Or.inr (Or.inl ⟨by linarith, by linear_combination hk - u * sin y * hs,
          by linear_combination -h1 - cos y * hs⟩)
      · exact Or.inr (Or.inr ⟨by linarith, by linear_combination -hk + u * sin y * hs,
          by linear_combination h1 + cos y * hs⟩)
  · rintro (⟨hc, hd⟩ | ⟨hs, hr, hd⟩ | ⟨hs, hr, hd⟩)
    · exact ⟨by linear_combination -hc - u * sin x * hd,
        by linear_combination -hd - u * sin y * hc⟩
    · exact ⟨by linear_combination -cos y * hs - hd, by linear_combination -cos x * hr - hd⟩
    · exact ⟨by linear_combination -cos y * hs + hd, by linear_combination -cos x * hr - hd⟩
```

The hypothesis $u>1$ now fixes the signs: `hS`, `hm` and `hM` are the three rows of the table.

```lean
/-- For `u > 1` each of the three families of stationary points has one stability type. -/
theorem mem_types {u : ℝ} (hu : 1 < u) (x y : ℝ) :
    ((x, y) ∈ minima u ↔ x ∈ Set.Ico 0 (2 * π) ∧ y ∈ Set.Ico 0 (2 * π) ∧
      u * sin x = 1 ∧ u * sin y = 1 ∧ cos y = -cos x) ∧
    ((x, y) ∈ saddles u ↔ x ∈ Set.Ico 0 (2 * π) ∧ y ∈ Set.Ico 0 (2 * π) ∧
      cos x = 0 ∧ cos y = 0) ∧
    ((x, y) ∈ maxima u ↔ x ∈ Set.Ico 0 (2 * π) ∧ y ∈ Set.Ico 0 (2 * π) ∧
      u * sin x = -1 ∧ u * sin y = -1 ∧ cos y = cos x) := by
  have hu0 : 0 < u := by linarith
  have hu2 : 1 < u ^ 2 := by nlinarith
  have px := Real.sin_sq_add_cos_sq x
  have py := Real.sin_sq_add_cos_sq y
  have h00 : hessian u x y 0 0 = sin x - u * cos x * cos y := by simp [hessian_eq]
  have hdet : (hessian u x y).det = (sin x - u * cos x * cos y) * (sin y - u * cos x * cos y)
      - u * sin x * sin y * (u * sin x * sin y) := by
    rw [hessian_eq, Matrix.det_fin_two_of]
  -- signs of the Hessian on the three families
  have hS : cos x = 0 ∧ cos y = 0 → (hessian u x y).det < 0 := by
    rintro ⟨hc, hd⟩
    rw [hc] at px
    rw [hd] at py
    have e : (hessian u x y).det = sin x * sin y - u ^ 2 := by
      rw [hdet, hc, hd]
      linear_combination -u ^ 2 * (sin y ^ 2 * px + py)
    rw [e]
    nlinarith [sq_nonneg (sin x - sin y)]
  have hm : u * sin x = 1 ∧ u * sin y = 1 ∧ cos y = -cos x →
      0 < hessian u x y 0 0 ∧ 0 < (hessian u x y).det := by
    rintro ⟨hs, hr, hd⟩
    have e0 : sin x - u * cos x * cos y = u := by
      linear_combination -u * cos x * hd + u * px - sin x * hs
    have e1 : sin y - u * cos x * cos y = u := by
      linear_combination e0 + mul_left_cancel₀ hu0.ne' (hr.trans hs.symm)
    have e2 : u * sin x * sin y = sin y := by linear_combination sin y * hs
    rw [hdet, h00, e0, e1, e2]
    exact ⟨hu0, by nlinarith [sq_nonneg (cos y)]⟩
  have hM : u * sin x = -1 ∧ u * sin y = -1 ∧ cos y = cos x →
      hessian u x y 0 0 < 0 ∧ 0 < (hessian u x y).det := by
    rintro ⟨hs, hr, hd⟩
    have e0 : sin x - u * cos x * cos y = -u := by
      linear_combination -u * cos x * hd - u * px + sin x * hs
    have e1 : sin y - u * cos x * cos y = -u := by
      linear_combination e0 + mul_left_cancel₀ hu0.ne' (hr.trans hs.symm)
    have e2 : u * sin x * sin y = -sin y := by linear_combination sin y * hs
    rw [hdet, h00, e0, e1, e2]
    exact ⟨by linarith, by nlinarith [sq_nonneg (cos y)]⟩
  have st := stationary_iff u x y
  refine ⟨⟨?_, ?_⟩, ⟨?_, ?_⟩, ⟨?_, ?_⟩⟩
  · rintro ⟨⟨hx, hy, h⟩, h0, hd⟩
    rcases st.1 h with h | h | h
    · exact (lt_asymm hd (hS h)).elim
    · exact ⟨hx, hy, h⟩
    · exact (lt_asymm h0 (hM h).1).elim
  · rintro ⟨hx, hy, h⟩
    exact ⟨⟨hx, hy, st.2 (Or.inr (Or.inl h))⟩, hm h⟩
  · rintro ⟨⟨hx, hy, h⟩, hd⟩
    rcases st.1 h with h | h | h
    · exact ⟨hx, hy, h⟩
    · exact (lt_asymm hd (hm h).2).elim
    · exact (lt_asymm hd (hM h).2).elim
  · rintro ⟨hx, hy, h⟩
    exact ⟨⟨hx, hy, st.2 (Or.inl h)⟩, hS h⟩
  · rintro ⟨⟨hx, hy, h⟩, h0, hd⟩
    rcases st.1 h with h | h | h
    · exact (lt_asymm hd (hS h)).elim
    · exact (lt_asymm h0 (hm h).1).elim
    · exact ⟨hx, hy, h⟩
  · rintro ⟨hx, hy, h⟩
    exact ⟨⟨hx, hy, st.2 (Or.inr (Or.inr h))⟩, hM h⟩
```

## Explicit angles, global extrema and the count

Sine and cosine together determine an angle in $[0,2\pi)$, which turns the families into explicit lists.

```lean
/-- An angle in `[0, 2π)` is fixed by its cosine and sine. -/
theorem angle_ext {x y : ℝ} (hx : x ∈ Set.Ico 0 (2 * π)) (hy : y ∈ Set.Ico 0 (2 * π))
    (hc : cos x = cos y) (hs : sin x = sin y) : x = y := by
  have h : cos (x - y) = 1 := by
    rw [Real.cos_sub, hc, hs]
    linear_combination Real.sin_sq_add_cos_sq y
  have h0 := (Real.cos_eq_one_iff_of_lt_of_lt (by linarith [hx.1, hy.2])
    (by linarith [hx.2, hy.1])).1 h
  linarith

/-- The orbital angles of all minima, saddles and maxima for `u > 1`. -/
theorem locations {u : ℝ} (hu : 1 < u) :
    minima u = {(tilt u, π - tilt u), (π - tilt u, tilt u)} ∧
    saddles u = ({π / 2, 3 * π / 2} : Set ℝ) ×ˢ ({π / 2, 3 * π / 2} : Set ℝ) ∧
    maxima u = {(tilt u + π, tilt u + π), (2 * π - tilt u, 2 * π - tilt u)} := by
  have hu0 : 0 < u := by linarith
  have hpi := Real.pi_pos
  have hi : 0 < 1 / u := by positivity
  have hi1 : 1 / u < 1 := (div_lt_one hu0).2 hu
  have a0 : 0 < tilt u := Real.arcsin_pos.2 hi
  have a1 : tilt u < π / 2 := Real.arcsin_lt_pi_div_two.2 hi1
  have hs : u * sin (tilt u) = 1 := by
    rw [tilt, Real.sin_arcsin (by linarith) hi1.le]
    exact mul_one_div_cancel hu0.ne'
  have pa := Real.sin_sq_add_cos_sq (tilt u)
  have m1 : tilt u ∈ Set.Ico 0 (2 * π) := ⟨by linarith, by linarith⟩
  have m2 : π - tilt u ∈ Set.Ico 0 (2 * π) := ⟨by linarith, by linarith⟩
  have m3 : tilt u + π ∈ Set.Ico 0 (2 * π) := ⟨by linarith, by linarith⟩
  have m4 : 2 * π - tilt u ∈ Set.Ico 0 (2 * π) := ⟨by linarith, by linarith⟩
  refine ⟨?_, ?_, ?_⟩
  · ext ⟨x, y⟩
    rw [(mem_types hu x y).1]
    simp only [Set.mem_insert_iff, Set.mem_singleton_iff, Prod.mk.injEq]
    constructor
    · rintro ⟨hx, hy, h1, h2, h3⟩
      have sx : sin x = sin (tilt u) := mul_left_cancel₀ hu0.ne' (h1.trans hs.symm)
      have sy : sin y = sin (tilt u) := mul_left_cancel₀ hu0.ne' (h2.trans hs.symm)
      have hc : (cos x - cos (tilt u)) * (cos x + cos (tilt u)) = 0 := by
        linear_combination Real.sin_sq_add_cos_sq x - pa - (sin x + sin (tilt u)) * sx
      rcases mul_eq_zero.1 hc with h | h
      · exact Or.inl ⟨angle_ext hx m1 (by linarith) sx,
          angle_ext hy m2 (by rw [Real.cos_pi_sub]; linarith) (by rw [Real.sin_pi_sub, sy])⟩
      · exact Or.inr ⟨angle_ext hx m2 (by rw [Real.cos_pi_sub]; linarith)
          (by rw [Real.sin_pi_sub, sx]), angle_ext hy m1 (by linarith) sy⟩
    · rintro (⟨rfl, rfl⟩ | ⟨rfl, rfl⟩)
      · exact ⟨m1, m2, hs, by rw [Real.sin_pi_sub, hs], by rw [Real.cos_pi_sub]⟩
      · exact ⟨m2, m1, by rw [Real.sin_pi_sub, hs], hs, by rw [Real.cos_pi_sub, neg_neg]⟩
  · have e : 3 * π / 2 = π / 2 + π := by ring
    have c3 : cos (3 * π / 2) = 0 := by rw [e, Real.cos_add_pi, Real.cos_pi_div_two, neg_zero]
    have s3 : sin (3 * π / 2) = -1 := by rw [e, Real.sin_add_pi, Real.sin_pi_div_two]
    have n1 : π / 2 ∈ Set.Ico 0 (2 * π) := ⟨by linarith, by linarith⟩
    have n3 : 3 * π / 2 ∈ Set.Ico 0 (2 * π) := ⟨by linarith, by linarith⟩
    have hz : ∀ z : ℝ, (z ∈ Set.Ico 0 (2 * π) ∧ cos z = 0) ↔ (z = π / 2 ∨ z = 3 * π / 2) := by
      intro z
      constructor
      · rintro ⟨hz, hc⟩
        have h : (sin z - 1) * (sin z + 1) = 0 := by
          linear_combination Real.sin_sq_add_cos_sq z - cos z * hc
        rcases mul_eq_zero.1 h with h | h
        · exact Or.inl (angle_ext hz n1 (by rw [hc, Real.cos_pi_div_two])
            (by rw [Real.sin_pi_div_two]; linarith))
        · exact Or.inr (angle_ext hz n3 (by rw [hc, c3]) (by rw [s3]; linarith))
      · rintro (rfl | rfl)
        · exact ⟨n1, Real.cos_pi_div_two⟩
        · exact ⟨n3, c3⟩
    ext ⟨x, y⟩
    rw [(mem_types hu x y).2.1]
    simp only [Set.mem_prod, Set.mem_insert_iff, Set.mem_singleton_iff]
    rw [← hz x, ← hz y]
    tauto
  · ext ⟨x, y⟩
    rw [(mem_types hu x y).2.2]
    simp only [Set.mem_insert_iff, Set.mem_singleton_iff, Prod.mk.injEq]
    constructor
    · rintro ⟨hx, hy, h1, h2, h3⟩
      have sx : sin x = -sin (tilt u) := mul_left_cancel₀ hu0.ne' (by linarith)
      have sy : sin y = sin x := mul_left_cancel₀ hu0.ne' (h2.trans h1.symm)
      have hxy : y = x := angle_ext hy hx h3 sy
      have hc : (cos x - cos (tilt u)) * (cos x + cos (tilt u)) = 0 := by
        linear_combination Real.sin_sq_add_cos_sq x - pa - (sin x - sin (tilt u)) * sx
      rcases mul_eq_zero.1 hc with h | h
      · have hx4 := angle_ext hx m4 (by rw [Real.cos_two_pi_sub]; linarith)
          (by rw [Real.sin_two_pi_sub, sx])
        exact Or.inr ⟨hx4, hxy.trans hx4⟩
      · have hx3 := angle_ext hx m3 (by rw [Real.cos_add_pi]; linarith)
          (by rw [Real.sin_add_pi, sx])
        exact Or.inl ⟨hx3, hxy.trans hx3⟩
    · rintro (⟨rfl, rfl⟩ | ⟨rfl, rfl⟩)
      · have h : u * sin (tilt u + π) = -1 := by rw [Real.sin_add_pi]; linarith
        exact ⟨m3, m3, h, h, rfl⟩
      · have h : u * sin (2 * π - tilt u) = -1 := by rw [Real.sin_two_pi_sub]; linarith
        exact ⟨m4, m4, h, h, rfl⟩
```

The squares are completed with $\sin a$ in place of $\pm1/u$. The comparison pair `x`, `y` ranges over all real angles.

```lean
/-- For `u > 1` every minimum has the lowest energy of all pairs of angles, and every maximum
the highest. -/
theorem global_extrema {u : ℝ} (hu : 1 < u) (a b x y : ℝ) :
    ((a, b) ∈ minima u → energy u a b ≤ energy u x y) ∧
    ((a, b) ∈ maxima u → energy u x y ≤ energy u a b) := by
  have hu0 : 0 < u := by linarith
  have pa := Real.sin_sq_add_cos_sq a
  have px := Real.sin_sq_add_cos_sq x
  have py := Real.sin_sq_add_cos_sq y
  constructor
  · intro h
    obtain ⟨-, -, hs, hr, hd⟩ := (mem_types hu a b).1.1 h
    have hab : sin b = sin a := mul_left_cancel₀ hu0.ne' (hr.trans hs.symm)
    have e1 : energy u a b = -u - sin a := by
      rw [energy, hab, hd]
      linear_combination -u * pa + sin a * hs
    -- complete the squares around the minimum
    have e2 : energy u x y = -u - sin a +
        u / 2 * ((sin x - sin a) ^ 2 + (sin y - sin a) ^ 2 + (cos x + cos y) ^ 2) := by
      rw [energy]
      linear_combination -u / 2 * px - u / 2 * py + (sin x + sin y - sin a) * hs
    rw [e1, e2]
    exact le_add_of_nonneg_right (by positivity)
  · intro h
    obtain ⟨-, -, hs, hr, hd⟩ := (mem_types hu a b).2.2.1 h
    have hab : sin b = sin a := mul_left_cancel₀ hu0.ne' (hr.trans hs.symm)
    have e1 : energy u a b = u - sin a := by
      rw [energy, hab, hd]
      linear_combination u * pa - sin a * hs
    have e2 : energy u x y = u - sin a -
        u / 2 * ((sin x - sin a) ^ 2 + (sin y - sin a) ^ 2 + (cos x - cos y) ^ 2) := by
      rw [energy]
      linear_combination u / 2 * px + u / 2 * py + (sin a - sin x - sin y) * hs
    rw [e1, e2]
    exact sub_le_self _ (by positivity)
```

The final theorem states that the three types exhaust the stationary points, gives their numbers with `ncard`, and excludes a zero determinant. The alternating sum is taken in the integers and computed from the counts, without Morse theory. Complex or spin-mixing orbitals are not covered.

```lean
/-- For `u > 1` the stationary points are two minima, four saddles and two maxima, all with
nonzero Hessian determinant, and the alternating count is zero. -/
theorem stability_count {u : ℝ} (hu : 1 < u) :
    stationaryPoints u = minima u ∪ saddles u ∪ maxima u ∧
    (minima u).ncard = 2 ∧ (saddles u).ncard = 4 ∧ (maxima u).ncard = 2 ∧
    (∀ p ∈ stationaryPoints u, (hessian u p.1 p.2).det ≠ 0) ∧
    ((minima u).ncard : ℤ) - (saddles u).ncard + (maxima u).ncard = 0 := by
  have cover : stationaryPoints u = minima u ∪ saddles u ∪ maxima u := by
    ext ⟨x, y⟩
    constructor
    · rintro ⟨hx, hy, h⟩
      rcases (stationary_iff u x y).1 h with h | h | h
      · exact Or.inl (Or.inr ((mem_types hu x y).2.1.2 ⟨hx, hy, h⟩))
      · exact Or.inl (Or.inl ((mem_types hu x y).1.2 ⟨hx, hy, h⟩))
      · exact Or.inr ((mem_types hu x y).2.2.2 ⟨hx, hy, h⟩)
    · rintro ((h | h) | h) <;> exact h.1
  obtain ⟨h1, h2, h3⟩ := locations hu
  have ha : tilt u < π / 2 :=
    Real.arcsin_lt_pi_div_two.2 ((div_lt_one (by linarith)).2 hu)
  have hne : π / 2 ≠ 3 * π / 2 := fun h => by linarith [Real.pi_pos]
  have c1 : (minima u).ncard = 2 := by
    rw [h1]
    refine Set.ncard_pair (fun h => ?_)
    have h' : tilt u = π - tilt u := congrArg Prod.fst h
    linarith
  have c2 : (saddles u).ncard = 4 := by
    simp only [h2, Set.ncard_prod, Set.ncard_pair hne]
  have c3 : (maxima u).ncard = 2 := by
    rw [h3]
    refine Set.ncard_pair (fun h => ?_)
    have h' : tilt u + π = 2 * π - tilt u := congrArg Prod.fst h
    linarith
  refine ⟨cover, c1, c2, c3, ?_, by rw [c1, c2, c3]; norm_num⟩
  intro p hp
  rw [cover] at hp
  rcases hp with (h | h) | h
  · exact h.2.2.ne'
  · exact h.2.ne
  · exact h.2.2.ne'

end

end TwoSiteUHFStability
```

```lean
#print axioms TwoSiteUHFStability.global_extrema
#print axioms TwoSiteUHFStability.stability_count
```

```
'TwoSiteUHFStability.global_extrema' depends on axioms: [propext, Classical.choice, Quot.sound]
'TwoSiteUHFStability.stability_count' depends on axioms: [propext, Classical.choice, Quot.sound]
```
